# At fixed G and W, GW+DMFT embedding on a periodic one-orbital lattice changes only the on-site self-energy and polarization

In a solid with a narrow, partly filled shell, electrons correlate strongly on one site, while screening also acts between sites. GW+DMFT takes the on-site self-energy and polarization from an impurity problem and the rest from GW. But GW is often evaluated in momentum space, where each value mixes all distances. Does subtracting one momentum-independent term remove exactly the on-site part? It does on a finite periodic lattice with one orbital per site and interactions that couple only site densities, if that term is built from the on-site values of the Green's function \(G\) and the screened interaction \(W\). Here \(G\) and \(W\) are held fixed; in a self-consistent calculation they respond to the impurity terms, so the intersite parts can change too.

## Lattice and plane waves

```lean
import Mathlib

open Matrix

namespace GWEmbedding

noncomputable section
```

This loads the Mathlib library and opens a namespace for the names below.

```lean
/-- Sites, or crystal momenta, of a periodic `d`-dimensional lattice with `N` cells per direction. -/
abbrev Lattice (d N : ℕ) := Fin d → ZMod N
```

A site or momentum is a list of \(d\) integers modulo \(N\), so periodic boundary conditions are built into the type.

```lean
variable {d N : ℕ} [NeZero N]

/-- The plane wave of momentum `k` at site `R`. -/
def phase (k R : Lattice d N) : ℂ := ZMod.stdAddChar (k ⬝ᵥ R)
```

`NeZero N` says \(N\neq0\). The plane wave, written \(\varphi(k,R)\) here, is a character of \(k\cdot R\), the dot product `k ⬝ᵥ R`.

```lean
/-- The component at site `R` of a function of momentum: its average over the Brillouin zone,
weighted with the plane wave. -/
def toSite (f : Lattice d N → ℂ) (R : Lattice d N) : ℂ :=
  (∑ k, f k * phase k R) / (N : ℂ) ^ d
```

This fixes the Fourier convention. I write the site component as a subscript:
\[
f_R=\frac1{N^d}\sum_k f(k)\,\varphi(k,R).
\]

## GW and its embedding

```lean
/-- The GW self-energy at imaginary time `τ` and momentum `k`, without the instantaneous Hartree and
exchange terms. -/
def selfEnergy (G W : ℝ → Lattice d N → ℂ) (τ : ℝ) (k : Lattice d N) : ℂ :=
  -((∑ q, G τ (k - q) * W τ q) / (N : ℂ) ^ d)
```

The type `ℝ → Lattice d N → ℂ` takes an imaginary time, then a momentum, and returns a complex number. The definition reads
\[
\Sigma(k,\tau)=-\frac1{N^d}\sum_q G(k-q,\tau)W(q,\tau).
\]
The minus sign belongs to the convention \(G(\tau)=-\langle T\,c(\tau)c^\dagger(0)\rangle\), where \(T\) orders in imaginary time. In the code \(G\) and \(W\) are arbitrary functions; no Dyson equation is imposed. The bare interaction is instantaneous, a multiple of \(\delta(\tau)\), which is not a function of this type. So \(W\) stands for the screened interaction without its bare part, and the self-energies here and below are the time-dependent parts, without the static Hartree and exchange terms.

```lean
/-- The polarization bubble at imaginary time `τ` and momentum `q`. -/
def polarization (G : ℝ → Lattice d N → ℂ) (τ : ℝ) (q : Lattice d N) : ℂ :=
  (∑ k, G τ (k + q) * G (-τ) k) / (N : ℂ) ^ d
```

\[
\Pi(q,\tau)=\frac1{N^d}\sum_k G(k+q,\tau)G(k,-\tau),
\]
without a spin factor. For two equivalent spin directions, the charge polarization has twice this bubble, and the local bubble subtracted below doubles too.

```lean
/-- The GW+DMFT self-energy: the local GW term is subtracted and the impurity self-energy `S`
is added. -/
def embeddedSelfEnergy (G W : ℝ → Lattice d N → ℂ) (S : ℝ → ℂ) (τ : ℝ) (k : Lattice d N) : ℂ :=
  selfEnergy G W τ k - (-(toSite (G τ) 0 * toSite (W τ) 0)) + S τ
```

The local GW term \(-G_0(\tau)W_0(\tau)\) is subtracted and \(S(\tau)\) added.

```lean
/-- The GW+DMFT polarization: the local bubble is subtracted and the impurity polarization `P`
is added. -/
def embeddedPolarization (G : ℝ → Lattice d N → ℂ) (P : ℝ → ℂ) (τ : ℝ) (q : Lattice d N) : ℂ :=
  polarization G τ q - toSite (G τ) 0 * toSite (G (-τ)) 0 + P τ
```

Likewise, \(G_0(\tau)G_0(-\tau)\) is replaced by \(P(\tau)\). Both \(S\) and \(P\) are arbitrary: they stand for the output of an impurity solver, which is not modelled, nor is self-consistency.

## Plane-wave sums

```lean
/-- For integer labels the plane wave is `exp (2πi k·R / N)`. -/
theorem phase_intCast (k R : Fin d → ℤ) :
    phase (N := N) (fun i => (k i : ZMod N)) (fun i => (R i : ZMod N)) =
      Complex.exp (2 * Real.pi * Complex.I * ((∑ i, k i * R i : ℤ) : ℂ) / N) := by
  have h : (fun i => (k i : ZMod N)) ⬝ᵥ (fun i => (R i : ZMod N)) =
      ((∑ i, k i * R i : ℤ) : ZMod N) := by
    simp [dotProduct]
  rw [phase, h, ZMod.stdAddChar_coe]
```

For integer labels, \(\varphi(k,R)=e^{2\pi i k\cdot R/N}\). The proof moves the dot product to the integers and applies Mathlib's formula for the character.

```lean
/-- Plane waves multiply when momenta add. -/
theorem phase_add (k q R : Lattice d N) : phase (k + q) R = phase k R * phase q R := by
  simp only [phase, add_dotProduct, AddChar.map_add_eq_mul]
```

\(\varphi(k+q,R)=\varphi(k,R)\varphi(q,R)\), because exponents add.

```lean
/-- Subtracting a momentum multiplies by its plane wave at the reflected site. -/
theorem phase_sub (k q R : Lattice d N) : phase (k - q) R = phase k R * phase q (-R) := by
  rw [sub_eq_add_neg, phase_add]
  simp only [phase, neg_dotProduct, dotProduct_neg]
```

Similarly, \(\varphi(k-q,R)=\varphi(k,R)\varphi(q,-R)\).

```lean
/-- Orthogonality: the sum of plane waves over the Brillouin zone vanishes except at `R = 0`,
where it counts the momenta. -/
theorem sum_phase (R : Lattice d N) :
    ∑ k, phase k R = if R = 0 then (N : ℂ) ^ d else 0 := by
  split_ifs with h
  · subst h
    simp [phase]
  · obtain ⟨i, hi⟩ := Function.ne_iff.mp h
    have ha : phase (Pi.single i 1) R ≠ 1 := by
      intro h1
      apply hi
      have h2 : ZMod.stdAddChar (R i) = ZMod.stdAddChar (0 : ZMod N) := by
        rw [AddChar.map_zero_eq_one, ← h1, phase, single_dotProduct, one_mul]
      exact ZMod.injective_stdAddChar h2
    -- shifting all momenta by one unit multiplies the sum by a phase different from one
    have hs : ∑ k, phase k R = (∑ k, phase k R) * phase (Pi.single i 1) R := calc
      ∑ k, phase k R = ∑ k, phase (k + Pi.single i 1) R :=
        (Equiv.sum_comp (Equiv.addRight (Pi.single i 1)) (fun k => phase k R)).symm
      _ = _ := by simp only [phase_add, Finset.sum_mul]
    have h0 : (∑ k, phase k R) * (phase (Pi.single i 1) R - 1) = 0 := by
      linear_combination -hs
    exact (mul_eq_zero.mp h0).resolve_right (sub_ne_zero.mpr ha)
```

At \(R=0\) every term is 1, giving \(N^d\). Otherwise some \(R_i\neq0\), and the unit momentum \(e_i\) has phase \(a=\varphi(e_i,R)\neq1\), since the character equals 1 only at 0. Shifting every \(k\) by \(e_i\) only reorders the sum \(s\), so \(s=as\), hence \((a-1)s=0\) and \(s=0\). In Lean, `ha` is \(a\neq1\) and `hs` is \(s=sa\).

The shift rests on `Equiv.sum_comp`: for a bijection \(b\), \(\sum_x g(b(x))=\sum_x g(x)\). Here \(b\) is `Equiv.addRight`, addition of a fixed momentum. It is a bijection because momenta wrap around modulo \(N\), so no boundary terms appear. The same device proves both convolution results below.

```lean
/-- Adding a momentum-independent constant changes only the component at `R = 0`. -/
theorem toSite_add_const (f : Lattice d N → ℂ) (c : ℂ) (R : Lattice d N) :
    toSite (fun k => f k + c) R = toSite f R + if R = 0 then c else 0 := by
  have hN : (N : ℂ) ^ d ≠ 0 := pow_ne_zero _ (Nat.cast_ne_zero.mpr (NeZero.ne N))
  simp only [toSite, add_mul, Finset.sum_add_distrib, ← Finset.mul_sum, sum_phase, add_div]
  split_ifs
  · rw [mul_div_cancel_right₀ _ hN]
  · simp
```

By orthogonality,
\[
(f+c)_R=f_R+\frac{c}{N^d}\sum_k\varphi(k,R)=f_R+c\,\delta_{R,0}.
\]
Momentum independence matters. For \(d=1\), \(N=2\), the correction \(c(k)=(-1)^k\) has components \(c_0=0\) and \(c_1=1\): it changes the neighbouring site and leaves the on-site value alone.

## Convolutions become products

```lean
/-- In real space the GW self-energy is minus the product of `G` and `W` at the same site
and time. -/
theorem toSite_selfEnergy (G W : ℝ → Lattice d N → ℂ) (τ : ℝ) (R : Lattice d N) :
    toSite (selfEnergy G W τ) R = -(toSite (G τ) R * toSite (W τ) R) := by
  have conv : ∑ k, (∑ q, G τ (k - q) * W τ q) * phase k R =
      (∑ k, G τ k * phase k R) * ∑ q, W τ q * phase q R := by
    simp only [Finset.sum_mul]
    rw [Finset.sum_comm, ← Finset.sum_mul, Finset.mul_sum]
    refine Finset.sum_congr rfl fun q _ => ?_
    -- shift the summation momentum by `q`
    refine (Equiv.sum_comp (Equiv.addRight q)
      (fun k => G τ (k - q) * W τ q * phase k R)).symm.trans ?_
    rw [Finset.sum_mul]
    refine Finset.sum_congr rfl fun k _ => ?_
    simp only [Equiv.coe_addRight, add_sub_cancel_right, phase_add]
    ring
  simp only [toSite, selfEnergy, neg_mul, div_mul_eq_mul_div, Finset.sum_neg_distrib,
    ← Finset.sum_div]
  rw [conv]
  ring
```

Replace \(k\) by \(k+q\) in the inner sum:
\[
\begin{aligned}
\Sigma_R(\tau)&=-\frac1{N^{2d}}\sum_{q,k}G(k-q,\tau)W(q,\tau)\varphi(k,R)\\
&=-\frac1{N^{2d}}\sum_{q,k}G(k,\tau)W(q,\tau)\varphi(k,R)\varphi(q,R)\\
&=-G_R(\tau)W_R(\tau).
\end{aligned}
\]
The step `conv` does this for the unnormalised sums; `ring` then collects the prefactors.

```lean
/-- In real space the polarization is the product of `G` at `(R, τ)` and `G` at `(-R, -τ)`. -/
theorem toSite_polarization (G : ℝ → Lattice d N → ℂ) (τ : ℝ) (R : Lattice d N) :
    toSite (polarization G τ) R = toSite (G τ) R * toSite (G (-τ)) (-R) := by
  have conv : ∑ q, (∑ k, G τ (k + q) * G (-τ) k) * phase q R =
      (∑ q, G τ q * phase q R) * ∑ k, G (-τ) k * phase k (-R) := by
    simp only [Finset.sum_mul]
    rw [Finset.sum_comm, ← Finset.sum_mul, Finset.mul_sum]
    refine Finset.sum_congr rfl fun k _ => ?_
    -- the total momentum `k + q` becomes the summation variable
    refine (Equiv.sum_comp (Equiv.subRight k)
      (fun q => G τ (k + q) * G (-τ) k * phase q R)).symm.trans ?_
    rw [Finset.sum_mul]
    refine Finset.sum_congr rfl fun q _ => ?_
    simp only [Equiv.subRight_apply, add_sub_cancel, phase_sub]
    ring
  simp only [toSite, polarization, div_mul_eq_mul_div, ← Finset.sum_div]
  rw [conv]
  ring
```

Now replace \(q\) by \(q-k\):
\[
\begin{aligned}
\Pi_R(\tau)&=\frac1{N^{2d}}\sum_{k,q}G(k+q,\tau)G(k,-\tau)\varphi(q,R)\\
&=\frac1{N^{2d}}\sum_{k,q}G(q,\tau)G(k,-\tau)\varphi(q,R)\varphi(k,-R)\\
&=G_R(\tau)G_{-R}(-\tau).
\end{aligned}
\]

## Only the on-site values change

```lean
/-- GW+DMFT embedding: the `R = 0` components of self-energy and polarization are the impurity
values, and all other components are those of GW. -/
theorem embedding_replaces_local (G W : ℝ → Lattice d N → ℂ) (S P : ℝ → ℂ) (τ : ℝ)
    (R : Lattice d N) :
    toSite (embeddedSelfEnergy G W S τ) R =
        (if R = 0 then S τ else -(toSite (G τ) R * toSite (W τ) R)) ∧
      toSite (embeddedPolarization G P τ) R =
        (if R = 0 then P τ else toSite (G τ) R * toSite (G (-τ)) (-R)) := by
  -- each correction is a single momentum-independent constant
  have hS : embeddedSelfEnergy G W S τ = fun k =>
      selfEnergy G W τ k + (toSite (G τ) 0 * toSite (W τ) 0 + S τ) := by
    funext k
    simp only [embeddedSelfEnergy]
    ring
  have hP : embeddedPolarization G P τ = fun q =>
      polarization G τ q + (P τ - toSite (G τ) 0 * toSite (G (-τ)) 0) := by
    funext q
    simp only [embeddedPolarization]
    ring
  rw [hS, hP, toSite_add_const, toSite_add_const, toSite_selfEnergy, toSite_polarization]
  by_cases hR : R = 0
  · subst hR
    simp only [if_true, neg_zero]
    constructor <;> ring
  · simp only [if_neg hR, add_zero, and_self]
```

`hS` and `hP` write each correction as one constant in momentum, which reaches only \(R=0\). There,
\[
\begin{aligned}
-G_0(\tau)W_0(\tau)+G_0(\tau)W_0(\tau)+S(\tau)&=S(\tau),\\
G_0(\tau)G_0(-\tau)-G_0(\tau)G_0(-\tau)+P(\tau)&=P(\tau).
\end{aligned}
\]
For \(R\neq0\) the GW products remain. The case split `by_cases hR` mirrors this. In a GW+DMFT calculation for a one-orbital lattice with density-density interactions, the subtraction can thus be done directly in momentum space.

```lean
/-- Fourier inversion: the site components determine the function of momentum. -/
theorem sum_toSite (f : Lattice d N → ℂ) (k : Lattice d N) :
    ∑ R, toSite f R * phase k (-R) = f k := by
  have hN : (N : ℂ) ^ d ≠ 0 := pow_ne_zero _ (Nat.cast_ne_zero.mpr (NeZero.ne N))
  calc ∑ R, toSite f R * phase k (-R)
      = ∑ R, ∑ q, f q / (N : ℂ) ^ d * phase R (q - k) := by
        refine Finset.sum_congr rfl fun R _ => ?_
        rw [toSite, Finset.sum_div, Finset.sum_mul]
        refine Finset.sum_congr rfl fun q _ => ?_
        have hc : phase R (q - k) = phase (q - k) R := by
          unfold phase
          rw [dotProduct_comm]
        rw [hc, phase_sub]
        ring
    _ = ∑ q, f q / (N : ℂ) ^ d * (if q = k then (N : ℂ) ^ d else 0) := by
        rw [Finset.sum_comm]
        refine Finset.sum_congr rfl fun q _ => ?_
        rw [← Finset.mul_sum, sum_phase]
        simp only [sub_eq_zero]
    _ = f k := by
        simp only [mul_ite, mul_zero, Finset.sum_ite_eq', Finset.mem_univ, if_true]
        exact div_mul_cancel₀ _ hN
```

To invert the transform, insert the definition of \(f_R\) and use orthogonality, now summing over sites:
\[
\sum_R f_R\,\varphi(k,-R)=\frac1{N^d}\sum_q f(q)\sum_R\varphi(q-k,R)=f(k).
\]

```lean
/-- Two functions of momentum have the same components at all sites `R ≠ 0` exactly when they
differ by a momentum-independent constant. -/
theorem nonlocal_eq_iff (f g : Lattice d N → ℂ) :
    (∀ R, R ≠ 0 → toSite f R = toSite g R) ↔ ∃ c : ℂ, ∀ k, f k = g k + c := by
  constructor
  · intro h
    obtain ⟨c, hc⟩ : ∃ c, c = toSite f 0 - toSite g 0 := ⟨_, rfl⟩
    have h2 : ∀ R, toSite f R = toSite (fun k => g k + c) R := by
      intro R
      rw [toSite_add_const]
      split_ifs with hR
      · rw [hR, hc]
        ring
      · rw [h R hR, add_zero]
    refine ⟨c, fun k => ?_⟩
    calc f k = ∑ R, toSite f R * phase k (-R) := (sum_toSite f k).symm
      _ = ∑ R, toSite (fun k => g k + c) R * phase k (-R) :=
        Finset.sum_congr rfl fun R _ => by rw [h2 R]
      _ = g k + c := sum_toSite (fun k => g k + c) k
  · rintro ⟨c, hc⟩ R hR
    rw [show f = fun k => g k + c from funext hc, toSite_add_const, if_neg hR, add_zero]

end

end GWEmbedding
```

If \(f_R=g_R\) for all \(R\neq0\), set \(c=f_0-g_0\). Then \(f\) and \(g+c\) agree at every site, and inversion gives \(f(k)=g(k)+c\). The reverse direction is the constant-shift result. So at each \(\tau\), any correction that preserves all intersite components must be independent of momentum.

```lean
#print axioms GWEmbedding.phase_intCast
-- 'GWEmbedding.phase_intCast' depends on axioms: [propext, Classical.choice, Quot.sound]
#print axioms GWEmbedding.toSite_selfEnergy
-- 'GWEmbedding.toSite_selfEnergy' depends on axioms: [propext, Classical.choice, Quot.sound]
#print axioms GWEmbedding.embedding_replaces_local
-- 'GWEmbedding.embedding_replaces_local' depends on axioms: [propext, Classical.choice, Quot.sound]
#print axioms GWEmbedding.nonlocal_eq_iff
-- 'GWEmbedding.nonlocal_eq_iff' depends on axioms: [propext, Classical.choice, Quot.sound]
```
